# A Hall–Post bound: \(E_{N+1}\ge\frac{N+1}{N-1}E_N\) for symmetric pair Hamiltonians on finitely many sites

If the whole Hamiltonian of three particles, kinetic energy included, is the sum of the same operator over the three pairs, then the ground-state energy of that operator for a single pair limits how low the energy of the three can be. The Lean code below proves such a limit for the step from \(N\ge2\) to \(N+1\) particles on finitely many sites, when the whole Hamiltonian is a sum of one real symmetric pair operator over all pairs.

```lean
import Mathlib

open Matrix

namespace HallPost

noncomputable section

variable {n X : Type*} [Fintype n] [DecidableEq n] [Fintype X] [DecidableEq X] {N : ℕ}

/-- The set of energies (real eigenvalues) of a real matrix. -/
def energies (A : Matrix n n ℝ) : Set ℝ :=
  {E | ∃ ψ : n → ℝ, ψ ≠ 0 ∧ A *ᵥ ψ = E • ψ}

/-- The pair operator `h` acting on particles `i` and `j`: its matrix element between two
configurations vanishes unless all other particles stay where they are. -/
def pairTerm (h : Matrix (X × X) (X × X) ℝ) (i j : Fin N) :
    Matrix (Fin N → X) (Fin N → X) ℝ :=
  fun x y => if ∀ l, l ≠ i → l ≠ j → x l = y l then h (x i, x j) (y i, y j) else 0

/-- The `N`-body Hamiltonian, the sum of the pair operator over all pairs `i < j`. -/
def hamiltonian (h : Matrix (X × X) (X × X) ℝ) (N : ℕ) :
    Matrix (Fin N → X) (Fin N → X) ℝ :=
  ∑ i, ∑ j, if i < j then pairTerm h i j else 0

/-- The ground-state energy of `N` particles, the infimum of the energies. -/
def groundEnergy (h : Matrix (X × X) (X × X) ℝ) (N : ℕ) : ℝ :=
  sInf (energies (hamiltonian h N))

/-- The `N`-body function left when particle `k` of an `(N+1)`-body state is held at site `a`. -/
def slice (k : Fin (N + 1)) (a : X) (ψ : (Fin (N + 1) → X) → ℝ) : (Fin N → X) → ℝ :=
  fun x => ψ (Fin.insertNth (α := fun _ => X) k a x)

/-- Variational principle: a real symmetric matrix on a finite nonempty index set has a least
eigenvalue, and this bounds every expectation value from below. -/
theorem least_energy [Nonempty n] {A : Matrix n n ℝ} (hA : A.IsSymm) :
    IsLeast (energies A) (sInf (energies A)) ∧
      ∀ ψ : n → ℝ, sInf (energies A) * (ψ ⬝ᵥ ψ) ≤ ψ ⬝ᵥ A *ᵥ ψ := by
  have herm : ∀ B : Matrix n n ℝ, Bᵀ = B → B.IsHermitian := fun B hB => by
    rw [Matrix.IsHermitian, Matrix.conjTranspose_eq_transpose_of_trivial, hB]
  have mem : ∀ (B : Matrix n n ℝ) (hB : B.IsHermitian) (i : n),
      hB.eigenvalues i ∈ energies B := by
    intro B hB i
    refine ⟨(hB.eigenvectorBasis i).ofLp, fun h0 => ?_, hB.mulVec_eigenvectorBasis i⟩
    apply hB.eigenvectorBasis.orthonormal.ne_zero i
    ext j
    exact congrFun h0 j
  have fin : (energies A).Finite := by
    refine (Module.End.finite_hasEigenvalue (Matrix.toLin' A)).subset ?_
    rintro E ⟨ψ, h0, h⟩
    exact Module.End.hasEigenvalue_of_hasEigenvector (x := ψ)
      ⟨Module.End.mem_eigenspace_iff.2 (by rw [Matrix.toLin'_apply]; exact h), h0⟩
  have low : ∀ E ∈ energies A, sInf (energies A) ≤ E := fun E hE => csInf_le fin.bddBelow hE
  refine ⟨⟨Set.Nonempty.csInf_mem ⟨_, mem A (herm A hA) (Classical.arbitrary n)⟩ fin, low⟩, ?_⟩
  intro ψ
  generalize sInf (energies A) = E at low ⊢
  -- the shifted matrix `A - E` has no negative eigenvalue
  have hB : (A - E • (1 : Matrix n n ℝ)).IsHermitian := herm _ (by
    rw [Matrix.transpose_sub, Matrix.transpose_smul, Matrix.transpose_one, hA.eq])
  have psd := hB.posSemidef_iff_eigenvalues_nonneg.2 (fun i => by
    obtain ⟨v, hv, hBv⟩ := mem _ hB i
    rw [Matrix.sub_mulVec, Matrix.smul_mulVec, Matrix.one_mulVec] at hBv
    have h1 := low (hB.eigenvalues i + E) ⟨v, hv, by rw [add_smul, ← hBv]; abel⟩
    have h2 : 0 ≤ hB.eigenvalues i := by linarith
    exact h2)
  have key := psd.dotProduct_mulVec_nonneg ψ
  simp only [star_trivial, Matrix.sub_mulVec, Matrix.smul_mulVec, Matrix.one_mulVec,
    dotProduct_sub, dotProduct_smul, smul_eq_mul] at key
  linarith

omit [Fintype X] in
/-- A symmetric pair operator gives a symmetric `N`-body Hamiltonian. -/
theorem hamiltonian_isSymm {h : Matrix (X × X) (X × X) ℝ} (hh : h.IsSymm) (N : ℕ) :
    (hamiltonian h N).IsSymm := by
  have hp : ∀ i j : Fin N, (pairTerm h i j)ᵀ = pairTerm h i j := by
    intro i j
    ext x y
    have h1 : h (y i, y j) (x i, x j) = h (x i, x j) (y i, y j) := hh.apply _ _
    have hc : (∀ l, l ≠ i → l ≠ j → y l = x l) ↔ (∀ l, l ≠ i → l ≠ j → x l = y l) :=
      ⟨fun H l a b => (H l a b).symm, fun H l a b => (H l a b).symm⟩
    simp only [Matrix.transpose_apply, pairTerm, h1, hc]
  unfold Matrix.IsSymm hamiltonian
  simp only [Matrix.transpose_sum]
  refine Finset.sum_congr rfl fun i _ => Finset.sum_congr rfl fun j _ => ?_
  split_ifs
  · exact hp i j
  · exact Matrix.transpose_zero

/-- The expectation value of the Hamiltonian is the sum of the pair expectation values. -/
theorem expectation_hamiltonian (h : Matrix (X × X) (X × X) ℝ) (ψ : (Fin N → X) → ℝ) :
    ψ ⬝ᵥ hamiltonian h N *ᵥ ψ =
      ∑ i, ∑ j, if i < j then ψ ⬝ᵥ pairTerm h i j *ᵥ ψ else 0 := by
  let F : Matrix (Fin N → X) (Fin N → X) ℝ →+ ℝ :=
    { toFun := fun A => ψ ⬝ᵥ A *ᵥ ψ
      map_zero' := by simp
      map_add' := fun A B => by rw [Matrix.add_mulVec, dotProduct_add] }
  change F (hamiltonian h N) = _
  simp only [hamiltonian, map_sum]
  refine Finset.sum_congr rfl fun i _ => Finset.sum_congr rfl fun j _ => ?_
  split_ifs
  · rfl
  · exact map_zero F

omit [DecidableEq X] in
/-- A sum over configurations of `N+1` particles is a sum over the site of particle `k` and
the configurations of the others. -/
theorem sum_configurations (k : Fin (N + 1)) (f : (Fin (N + 1) → X) → ℝ) :
    ∑ x, f x = ∑ a, ∑ x, f (Fin.insertNth (α := fun _ => X) k a x) := by
  rw [← (Fin.insertNthEquiv (fun _ => X) k).sum_comp f, Fintype.sum_prod_type]
  rfl

/-- Deleting each of `N+1` particles in turn counts every pair quantity `N-1` times, if the
quantity vanishes for a particle paired with itself. -/
theorem sum_delete_particle (g : Fin (N + 1) → Fin (N + 1) → ℝ) (hg : ∀ i, g i i = 0) :
    ∑ k : Fin (N + 1), ∑ i, ∑ j, g (k.succAbove i) (k.succAbove j) =
      ((N : ℝ) - 1) * ∑ i, ∑ j, g i j := by
  have hk : ∀ k : Fin (N + 1), ∑ i, ∑ j, g (k.succAbove i) (k.succAbove j) =
      ∑ i, ∑ j, g i j - ∑ j, g k j - ∑ i, g i k := by
    intro k
    have h1 : ∑ i, ∑ j, g i j = ∑ j, g k j + ∑ i, ∑ j, g (k.succAbove i) j :=
      Fin.sum_univ_succAbove _ k
    have h2 : ∑ i, g i k = g k k + ∑ i, g (k.succAbove i) k := Fin.sum_univ_succAbove _ k
    have h3 : ∑ i, ∑ j, g (k.succAbove i) j = ∑ i, g (k.succAbove i) k +
        ∑ i, ∑ j, g (k.succAbove i) (k.succAbove j) := by
      rw [← Finset.sum_add_distrib]
      exact Finset.sum_congr rfl fun i _ => Fin.sum_univ_succAbove _ k
    linarith [hg k]
  have hc : ∑ k, ∑ i, g i k = ∑ i, ∑ j, g i j := Finset.sum_comm
  simp only [hk, Finset.sum_sub_distrib, hc, Finset.sum_const, Finset.card_univ,
    Fintype.card_fin, nsmul_eq_mul]
  push_cast
  ring

/-- The expectation value of a pair term that does not involve particle `k` is the sum of its
expectation values in the slices with `k` held fixed. -/
theorem expectation_slice (h : Matrix (X × X) (X × X) ℝ) (k : Fin (N + 1)) (i j : Fin N)
    (ψ : (Fin (N + 1) → X) → ℝ) :
    ψ ⬝ᵥ pairTerm h (k.succAbove i) (k.succAbove j) *ᵥ ψ =
      ∑ a, slice k a ψ ⬝ᵥ pairTerm h i j *ᵥ slice k a ψ := by
  -- particle `k` is a spectator: the matrix element is diagonal in its site
  have hel : ∀ (a b : X) (x y : Fin N → X),
      pairTerm h (k.succAbove i) (k.succAbove j) (Fin.insertNth (α := fun _ => X) k a x)
        (Fin.insertNth (α := fun _ => X) k b y) = if a = b then pairTerm h i j x y else 0 := by
    intro a b x y
    have key : (∀ l, l ≠ k.succAbove i → l ≠ k.succAbove j →
        Fin.insertNth (α := fun _ => X) k a x l = Fin.insertNth (α := fun _ => X) k b y l) ↔
        (a = b ∧ ∀ l, l ≠ i → l ≠ j → x l = y l) := by
      rw [Fin.forall_iff_succAbove k]
      simp [Fin.ne_succAbove]
    simp only [pairTerm, key, Fin.insertNth_apply_succAbove]
    by_cases hab : a = b <;> simp [hab]
  simp only [dotProduct, Matrix.mulVec, slice]
  rw [sum_configurations k]
  refine Finset.sum_congr rfl fun a _ => Finset.sum_congr rfl fun x _ => ?_
  rw [sum_configurations k]
  simp only [hel]
  congr 1
  rw [Finset.sum_eq_single a]
  · simp
  · intro b _ hb
    simp [Ne.symm hb]
  · simp

/-- Hall-Post decomposition: `N-1` times the energy expectation value of `N+1` particles is the
sum of the `N`-body expectation values over all slices. -/
theorem decomposition (h : Matrix (X × X) (X × X) ℝ) (ψ : (Fin (N + 1) → X) → ℝ) :
    ((N : ℝ) - 1) * (ψ ⬝ᵥ hamiltonian h (N + 1) *ᵥ ψ) =
      ∑ k, ∑ a, slice k a ψ ⬝ᵥ hamiltonian h N *ᵥ slice k a ψ := by
  rw [expectation_hamiltonian, ← sum_delete_particle _ (fun i => if_neg (lt_irrefl i))]
  refine Finset.sum_congr rfl fun k _ => ?_
  simp only [expectation_hamiltonian]
  symm
  rw [Finset.sum_comm]
  refine Finset.sum_congr rfl fun i _ => ?_
  rw [Finset.sum_comm]
  refine Finset.sum_congr rfl fun j _ => ?_
  by_cases hij : i < j
  · simp only [hij, Fin.succAbove_lt_succAbove_iff, if_true, expectation_slice]
  · simp only [hij, Fin.succAbove_lt_succAbove_iff, if_false, Finset.sum_const_zero]

/-- Hall-Post inequality: for a symmetric pair operator on a finite nonempty set of sites and
`N ≥ 2`, the ground-state energies obey `E_(N+1) ≥ ((N+1)/(N-1)) E_N`. -/
theorem hall_post [Nonempty X] {h : Matrix (X × X) (X × X) ℝ} (hh : h.IsSymm) (hN : 2 ≤ N) :
    ((N : ℝ) + 1) / ((N : ℝ) - 1) * groundEnergy h N ≤ groundEnergy h (N + 1) := by
  obtain ⟨ψ, hψ, hE'⟩ := (least_energy (hamiltonian_isSymm hh (N + 1))).1.1
  have hE : hamiltonian h (N + 1) *ᵥ ψ = groundEnergy h (N + 1) • ψ := hE'
  have hpos : 0 < ψ ⬝ᵥ ψ := lt_of_le_of_ne
    (Finset.sum_nonneg fun x _ => mul_self_nonneg (ψ x))
    (fun h0 => hψ (dotProduct_self_eq_zero.1 h0.symm))
  have hid := decomposition h ψ
  rw [hE, dotProduct_smul, smul_eq_mul] at hid
  have hnorm : ∀ k : Fin (N + 1), ∑ a, slice k a ψ ⬝ᵥ slice k a ψ = ψ ⬝ᵥ ψ :=
    fun k => (sum_configurations k (fun x => ψ x * ψ x)).symm
  -- the variational principle in every slice
  have hlow : ((N : ℝ) + 1) * (groundEnergy h N * (ψ ⬝ᵥ ψ)) ≤
      ∑ k, ∑ a, slice k a ψ ⬝ᵥ hamiltonian h N *ᵥ slice k a ψ := by
    calc ((N : ℝ) + 1) * (groundEnergy h N * (ψ ⬝ᵥ ψ))
        = ∑ k : Fin (N + 1), ∑ a, groundEnergy h N * (slice k a ψ ⬝ᵥ slice k a ψ) := by
          simp only [← Finset.mul_sum, hnorm, Finset.sum_const, Finset.card_univ,
            Fintype.card_fin, nsmul_eq_mul]
          push_cast
          ring
      _ ≤ _ := Finset.sum_le_sum fun k _ => Finset.sum_le_sum fun a _ =>
          (least_energy (hamiltonian_isSymm hh N)).2 _
  have hN' : (2 : ℝ) ≤ N := by exact_mod_cast hN
  rw [div_mul_eq_mul_div, div_le_iff₀ (by linarith)]
  refine le_of_mul_le_mul_right ?_ hpos
  linarith

/-- For a symmetric pair operator on a finite nonempty set of sites, the ground-state energy
divided by `N(N-1)` does not decrease as particles are added, from `N = 2` on. -/
theorem energy_per_pair_mono [Nonempty X] {h : Matrix (X × X) (X × X) ℝ} (hh : h.IsSymm)
    (hN : 2 ≤ N) {M : ℕ} (hM : N ≤ M) :
    groundEnergy h N / ((N : ℝ) * (N - 1)) ≤ groundEnergy h M / ((M : ℝ) * (M - 1)) := by
  induction M, hM using Nat.le_induction with
  | base => exact le_rfl
  | succ m hm ih =>
    refine ih.trans ?_
    have hm' : (2 : ℝ) ≤ m := by exact_mod_cast hN.trans hm
    have h0 : (m : ℝ) ≠ 0 := by linarith
    have h1 : (m : ℝ) - 1 ≠ 0 := by linarith
    have h2 : (m : ℝ) + 1 ≠ 0 := by linarith
    have hs := hall_post hh (hN.trans hm)
    have hp : (0 : ℝ) < ((m : ℝ) + 1) * m := by nlinarith
    have he : ((m + 1 : ℕ) : ℝ) * (((m + 1 : ℕ) : ℝ) - 1) = ((m : ℝ) + 1) * m := by
      push_cast
      ring
    rw [he, le_div_iff₀ hp]
    calc groundEnergy h m / ((m : ℝ) * (m - 1)) * (((m : ℝ) + 1) * m)
        = ((m : ℝ) + 1) / ((m : ℝ) - 1) * groundEnergy h m := by field_simp
      _ ≤ _ := hs

/-- Sharpness: for a constant pair interaction `c` on a finite nonempty set of sites and
`N ≥ 2`, the Hall-Post inequality is an equality. -/
theorem hall_post_sharp [Nonempty X] (c : ℝ) (hN : 2 ≤ N) :
    ((N : ℝ) + 1) / ((N : ℝ) - 1) * groundEnergy (c • (1 : Matrix (X × X) (X × X) ℝ)) N =
      groundEnergy (c • (1 : Matrix (X × X) (X × X) ℝ)) (N + 1) := by
  have count : ∀ m : ℕ, ∑ i : Fin m, ∑ j : Fin m, (if i < j then c else 0) =
      c * ((m : ℝ) * (m - 1) / 2) := by
    intro m
    induction m with
    | zero => simp
    | succ m ih =>
      simp only [Fin.sum_univ_succ, Fin.succ_lt_succ_iff, Fin.succ_pos, Fin.not_lt_zero,
        if_true, if_false, ih, zero_add, Finset.sum_const, Finset.card_univ,
        Fintype.card_fin, nsmul_eq_mul]
      push_cast
      ring
  have hpair : ∀ (m : ℕ) (i j : Fin m),
      pairTerm (c • (1 : Matrix (X × X) (X × X) ℝ)) i j = c • 1 := by
    intro m i j
    ext x y
    by_cases hxy : x = y
    · subst hxy
      simp [pairTerm]
    · rw [Matrix.smul_apply, Matrix.one_apply_ne hxy, smul_zero]
      simp only [pairTerm]
      split_ifs with H
      · have hne : (x i, x j) ≠ (y i, y j) := by
          intro e
          apply hxy
          funext l
          by_cases hi : l = i
          · rw [hi]
            exact congrArg Prod.fst e
          · by_cases hj : l = j
            · rw [hj]
              exact congrArg Prod.snd e
            · exact H l hi hj
        rw [Matrix.smul_apply, Matrix.one_apply_ne hne, smul_zero]
      · rfl
  -- the Hamiltonian is `c` times the number of pairs
  have hE : ∀ m : ℕ, groundEnergy (c • (1 : Matrix (X × X) (X × X) ℝ)) m =
      c * ((m : ℝ) * (m - 1) / 2) := by
    intro m
    have hH : hamiltonian (c • (1 : Matrix (X × X) (X × X) ℝ)) m =
        (c * ((m : ℝ) * (m - 1) / 2)) • 1 := by
      rw [← count m, hamiltonian, Finset.sum_smul]
      refine Finset.sum_congr rfl fun i _ => ?_
      rw [Finset.sum_smul]
      refine Finset.sum_congr rfl fun j _ => ?_
      split_ifs
      · exact hpair m i j
      · rw [zero_smul]
    rw [groundEnergy, hH]
    generalize c * ((m : ℝ) * (m - 1) / 2) = e
    have hs : energies (e • (1 : Matrix (Fin m → X) (Fin m → X) ℝ)) = {e} := by
      ext E
      constructor
      · rintro ⟨ψ, h0, h⟩
        rw [Matrix.smul_mulVec, Matrix.one_mulVec] at h
        exact (smul_left_injective ℝ h0 h).symm
      · intro h
        rw [Set.mem_singleton_iff.1 h]
        exact ⟨1, one_ne_zero, by rw [Matrix.smul_mulVec, Matrix.one_mulVec]⟩
    rw [hs, csInf_singleton]
  have hN' : (2 : ℝ) ≤ N := by exact_mod_cast hN
  have h1 : (N : ℝ) - 1 ≠ 0 := by linarith
  rw [hE, hE, div_mul_eq_mul_div, div_eq_iff h1]
  push_cast
  ring

end

end HallPost
```

```lean
#print axioms HallPost.hall_post
#print axioms HallPost.energy_per_pair_mono
#print axioms HallPost.hall_post_sharp
```

```
'HallPost.hall_post' depends on axioms: [propext, Classical.choice, Quot.sound]
'HallPost.energy_per_pair_mono' depends on axioms: [propext, Classical.choice, Quot.sound]
'HallPost.hall_post_sharp' depends on axioms: [propext, Classical.choice, Quot.sound]
```

## States, pair terms and energies

The finite nonempty set \(X\) holds the sites, or the labels of orthonormal orbitals. A configuration \(x\) is a function `Fin N → X`, with particles numbered from 0, and a state \(\psi\) is a real function of configurations, not necessarily normalised. The pair operator \(h\) is a real matrix on \(X\times X\). `pairTerm h i j` is \(h_{ij}\), with matrix element

\[
(h_{ij})_{xy}=h\big((x_i,x_j),(y_i,y_j)\big)
\]

if \(x_l=y_l\) for every other particle \(l\), and zero otherwise. `hamiltonian h N` is \(H_N=\sum_{i<j}h_{ij}\), and `groundEnergy h N` is \(E_N\), the infimum of its real eigenvalues.

`hall_post` says that if \(h\) is symmetric (`hh`) and \(N\ge2\) (`hN`), then

\[
E_{N+1}\ \ge\ \frac{N+1}{N-1}\,E_N .
\]

The operator \(h\) need not be exchange-invariant: its first slot always belongs to the lower-numbered particle, and removing a particle preserves the order of the rest. No permutation symmetry is imposed on \(\psi\) either, so \(E_N\) is the lowest energy over all states, as for distinguishable particles.

## Kinetic energy and the continuum

Hall–Post bounds are usually applied to particles with kinetic energy, which has to be shared among the pairs. For \(N+1\) particles with a one-body operator \(t\) and a pair interaction \(v\), take \(h_{ij}=v_{ij}+(t_i+t_j)/N\). The same \(h\) then gives an \(N\)-body Hamiltonian whose one-body part is reduced by the factor \((N-1)/N\), and \(E_N\) in the bound is the ground-state energy of that modified system. For translation-invariant systems in continuous space, the centre-of-mass kinetic energy can be removed before the rest is shared among the pairs. This gives a Hall–Post bound that is at least as strong, and it is not treated here.

For a finite lattice or orbital basis, the inequality gives a lower bound on the \((N+1)\)-particle ground-state energy of that finite model from a smaller diagonalisation, to set beside a variational upper bound. With an orbital basis this bounds the energy within the basis; the exact energy may lie lower. The step from finitely many sites to continuous space, where \(h\) is in general unbounded, needs a separate argument.

## From slices of a state to the inequality

**Variational bound.** Expand \(\psi=\sum_m c_m v_m\) in orthonormal eigenvectors \(v_m\) of a symmetric matrix \(A\) with eigenvalues \(\lambda_m\) and least eigenvalue \(E\). Then

\[
\psi\cdot A\psi=\sum_m\lambda_m c_m^2\ \ge\ E\,\psi\cdot\psi .
\]

`least_energy` proves this by showing that \(A-E\) has no negative eigenvalue and is therefore positive semidefinite. It also shows that the infimum is attained, because the set of eigenvalues is finite and nonempty. `hamiltonian_isSymm` makes the result applicable to \(H_N\).

**Holding one particle fixed.** From an \((N+1)\)-body state \(\psi\), form the `slice` \(\psi_{k,a}(x)=\psi(\text{$x$ with particle $k$ inserted at site $a$})\). Particle \(i\) of the slice was particle \(i'\) of the full system, written `k.succAbove i`, a numbering that skips \(k\). Since \(k\) is a spectator for the pair \(i',j'\), the matrix element of \(h_{i'j'}\) is diagonal in its site, and

\[
\psi\cdot h_{i'j'}\psi=\sum_a\psi_{k,a}\cdot h_{ij}\,\psi_{k,a}.
\]

This is `expectation_slice`; the diagonal property is its step `hel`.

**Counting pairs.** Let \(g_{ij}\) be numbers with \(g_{ii}=0\) and total \(S=\sum_{i,j}g_{ij}\) over \(N+1\) particles. Deleting \(k\) leaves \(S-\sum_j g_{kj}-\sum_i g_{ik}\). Summed over \(k\), this is \((N+1)S-2S=(N-1)S\), which is `sum_delete_particle`. With \(g_{ij}=\psi\cdot h_{ij}\psi\) for \(i<j\) and zero otherwise, `decomposition` follows:

\[
(N-1)\,\psi\cdot H_{N+1}\psi=\sum_{k}\sum_a\psi_{k,a}\cdot H_N\psi_{k,a}.
\]

**Conclusion.** Let \(\psi\) be a ground state of \(H_{N+1}\). The left side is \((N-1)E_{N+1}\,\psi\cdot\psi\). For each \(k\), the slices together contain every configuration once, so \(\sum_a\psi_{k,a}\cdot\psi_{k,a}=\psi\cdot\psi\) (`hnorm`, from `sum_configurations`). The variational bound in every slice (`hlow`) gives

\[
(N-1)E_{N+1}\,\psi\cdot\psi\ \ge\ (N+1)E_N\,\psi\cdot\psi ,
\]

and dividing by the positive numbers \(\psi\cdot\psi\) and \(N-1\) finishes the proof.

## Monotonicity and the case of equality

Dividing the inequality by \(N(N+1)\) gives

\[
\frac{E_{N+1}}{(N+1)N}\ \ge\ \frac{E_N}{N(N-1)} .
\]

Induction extends this to any \(M\ge N\) in `energy_per_pair_mono`. Despite the name, the quantity is half the energy per pair. The operator \(h\) must stay the same as particles are added. For particles with a fixed one-body operator \(t\) and pair interaction \(v\), the \(h\) of the section on kinetic energy changes with the particle number, and the monotonicity can fail: if \(v=0\) and \(t\) is a constant \(c>0\), the energy of \(N\) particles is \(cN\), and the quotient \(c/(N-1)\) decreases.

The factor is sharp. For \(h=c\,\mathbb 1\) with a real constant \(c\), \(H_N\) is \(c\) times the number of pairs, so \(E_N=cN(N-1)/2\), and both sides of the inequality equal \(cN(N+1)/2\). This is `hall_post_sharp`.

## A non-symmetric operator, and fermions

The arguments here are given in prose, without a Lean proof. If \(h\) is not symmetric, the bound can fail even when all eigenvalues of \(H_2\) and \(H_3\) are real. On two sites take

\[
h=A\otimes\mathbb 1+\mathbb 1\otimes A^{\mathsf T},\qquad A=\begin{pmatrix}0&1\\0&0\end{pmatrix}.
\]

\(H_2\) is nilpotent, so \(E_2=0\). In \(H_3\) the outer particles carry \(2A\) and \(2A^{\mathsf T}\), both nilpotent, while the middle one carries \(A+A^{\mathsf T}\), with eigenvalues \(\pm1\). Hence \(E_3=-1<3E_2\).

The same argument gives the inequality between fermionic ground-state energies when \(h\) is both symmetric and exchange-invariant and \(X\), with spin included in its labels, has at least \(N+1\) elements. Every slice of an antisymmetric state is antisymmetric, so the variational bound can be applied within the antisymmetric states.
